# Finitely many pure states in finite dimension can be discriminated unambiguously exactly when they are linearly independent

Before optimising an unambiguous measurement for \(m\) given pure states, for instance by a semidefinite program, one can compute the rank of the matrix whose columns are the state vectors. If the rank is below \(m\), no measurement on a single copy of the system identifies every one of the states with nonzero probability and without error, and the search for one can stop. If the rank is \(m\), such a measurement exists, and a feasible starting point can be written down.

## Measurements that may abstain but never err

A system is prepared in one of the pure states \(\psi_1,\dots,\psi_m\in\mathbb C^N\), and a measurement has to tell which. Non-orthogonal states cannot be told apart with certainty, but a measurement can avoid wrong answers if it is allowed an inconclusive outcome.

The measurement is described by effects \(E_1,\dots,E_m\), where outcome \(i\) means "the state was \(\psi_i\)", together with the inconclusive effect \(1-\sum_i E_i\). All of these are positive semidefinite. For a unit vector \(v\), outcome \(i\) has probability \(\langle v,E_iv\rangle\), with the inner product conjugate-linear in its first argument.

Two further conditions make the discrimination unambiguous:

- Outcome \(i\) never occurs for another state: \(E_i\psi_j=0\) for \(i\ne j\).
- Each state is identified some of the time: \(\langle\psi_i,E_i\psi_i\rangle>0\) for every \(i\).

The first condition is the same as zero probability. If \(E_i\) is positive semidefinite, write \(E_i=B^\dagger B\). Then \(\langle v,E_iv\rangle=\|Bv\|^2\), which vanishes only if \(Bv=0\), and hence \(E_iv=0\). The converse is immediate.

In quantum communication, if the signals reach the receiver as pure states from a known finite set in a finite-dimensional space, the criterion decides whether a measurement on a single copy of the signal can identify each of the possible signals with nonzero probability and never give a wrong answer.

## The criterion as a Lean statement

The theorem `chefles_criterion` says that, for any finite family `ψ`, effects `E` satisfying `IsUnambiguous ψ E` exist if and only if `LinearIndependent ℂ ψ` holds.

The finite type `ι` labels the states and `n` labels the components of a vector, so \(m\) and \(N\) are the numbers of elements of `ι` and `n`. A state is a function `n → ℂ`, and an effect is a complex matrix. The four fields of `IsUnambiguous` are the conditions above: `pos` and `inconclusive` for positivity, `no_error` for \(E_i\psi_j=0\), and `success` for the strict inequality. Mathlib's `PosSemidef` includes Hermiticity.

The expression `star v ⬝ᵥ E *ᵥ v` is \(\langle v,Ev\rangle\), and `outcomeProb` takes its real part. The vectors are not required to have unit length. For a nonzero \(v\) of another length, the physical probability is `outcomeProb E v` divided by \(\|v\|^2\). This rescaling changes neither the sign conditions nor linear independence, so the statement for unit vectors is a special case.

The theorem concerns pure states only. Prior probabilities do not enter, and nothing is said about the largest achievable success probability.

## Why discrimination forces independence

Suppose the effects satisfy all four conditions and \(\sum_j c_j\psi_j=0\). Apply \(E_i\):

\[
0=\sum_j c_jE_i\psi_j=c_iE_i\psi_i .
\]

All terms with \(j\ne i\) vanish by the no-error condition. The vector \(E_i\psi_i\) is not zero, because \(\langle\psi_i,E_i\psi_i\rangle>0\). Hence \(c_i=0\), and since \(i\) was arbitrary, the family is linearly independent. In particular \(m\le N\).

## Reciprocal vectors from independence

Now let the \(\psi_j\) be linearly independent. The map \(c\mapsto\sum_jc_j\psi_j\) is injective, so it has a linear left inverse \(g\), which recovers the coefficients of a combination. Its \(i\)-th coordinate is a linear functional \(f_i\) with \(f_i(\psi_j)=\delta_{ij}\).

With the standard basis vectors \(e_k\) of \(\mathbb C^N\), define \((d_i)_k=\overline{f_i(e_k)}\). Then

\[
\langle d_i,\psi_j\rangle=\sum_k f_i(e_k)(\psi_j)_k=f_i(\psi_j)=\delta_{ij}.
\]

Each \(d_i\) is orthogonal to all the states except \(\psi_i\).

## A measurement built from the reciprocal vectors

Set

\[
S=\sum_i\|d_i\|^2,\qquad p=\frac1{1+S},\qquad E_i=p\,|d_i\rangle\langle d_i| .
\]

For every vector \(x\) we have \(\langle x,E_ix\rangle=p|\langle d_i,x\rangle|^2\ge0\), so each \(E_i\) is positive semidefinite. For the inconclusive effect, the Cauchy–Schwarz inequality gives

\[
\Big\langle x,\Big(1-\sum_iE_i\Big)x\Big\rangle
=\|x\|^2-p\sum_i|\langle d_i,x\rangle|^2
\ge(1-pS)\|x\|^2=p\|x\|^2\ge0 ,
\]

where \(1-pS=p\) follows from \(p(1+S)=1\). Finally,

\[
E_i\psi_j=p\,\langle d_i,\psi_j\rangle\,d_i=0\quad(i\ne j),\qquad
\langle\psi_i,E_i\psi_i\rangle=p>0 .
\]

For unit vectors, every state is therefore identified with the same probability \(p\); in general the probability is \(p/\|\psi_i\|^2\). The choice of \(p\) is made for a short positivity proof and is not optimal.

As an example, take the qubit states \(\psi_1=(1,0)\) and \(\psi_2=(3/5,4/5)\), with overlap \(3/5\). Their reciprocal vectors are \(d_1=(1,-3/4)\) and \(d_2=(0,5/4)\), both of squared norm \(25/16\). Thus \(S=25/8\) and \(p=8/33\).

## A dependent family with one identifiable state

With four or more different states, success for only one of them does not force independence. Take \(\psi_1=(1,0,0)\), \(\psi_2=(0,1,0)\), \(\psi_3=(3/5,4/5,0)\) and \(\psi_4=(0,0,1)\), and require success only for \(\psi_4\). The effects

\[
E_1=E_2=E_3=0,\qquad E_4=\begin{pmatrix}0&0&0\\0&0&0\\0&0&1\end{pmatrix}
\]

satisfy all the remaining conditions, and \(\psi_4\) is identified with certainty. Yet the family is linearly dependent, because \(\psi_3=\tfrac35\psi_1+\tfrac45\psi_2\), so independence does not follow from this weaker requirement. If the vectors are nonzero and no two are multiples of each other, success for all states but two would be enough: the argument above makes the coefficients of the identified states vanish, and the two remaining vectors are linearly independent, so their coefficients are zero as well.

## The complete file

```lean
import Mathlib

open Matrix
open scoped ComplexOrder

namespace UnambiguousDiscrimination

noncomputable section

variable {ι n : Type*} [Fintype ι] [DecidableEq ι] [Fintype n] [DecidableEq n]

/-- The expectation value `⟨v, E v⟩` of an effect `E`, as a real number; for a unit vector `v`
it is the probability of the outcome. -/
def outcomeProb (E : Matrix n n ℂ) (v : n → ℂ) : ℝ := (star v ⬝ᵥ E *ᵥ v).re

/-- The effects `E i`, completed by the inconclusive effect `1 - ∑ i, E i`, form a measurement
in which outcome `i` never occurs for a state `ψ j` with `j ≠ i` and can occur for `ψ i`. -/
structure IsUnambiguous (ψ : ι → n → ℂ) (E : ι → Matrix n n ℂ) : Prop where
  pos : ∀ i, (E i).PosSemidef
  inconclusive : (1 - ∑ i, E i).PosSemidef
  no_error : ∀ i j, i ≠ j → E i *ᵥ ψ j = 0
  success : ∀ i, 0 < outcomeProb (E i) (ψ i)

/-- The squared norm of a state vector. -/
def weight (v : n → ℂ) : ℝ := ∑ k, ‖v k‖ ^ 2

/-- The matrix `p |d⟩⟨d|`. -/
def detector (p : ℝ) (d : n → ℂ) : Matrix n n ℂ :=
  Matrix.of fun a b => (p : ℂ) * (d a * star (d b))

/-- The vectors `d i` are reciprocal to the states: `⟨d i, ψ j⟩` is one for `i = j` and zero
otherwise. -/
def IsReciprocal (d ψ : ι → n → ℂ) : Prop :=
  ∀ i j, star (d i) ⬝ᵥ ψ j = if i = j then 1 else 0

/-- The number `1 / (1 + ∑ i, ‖d i‖²)`. -/
def commonRate (d : ι → n → ℂ) : ℝ := 1 / (1 + ∑ i, weight (d i))

omit [DecidableEq n] in
/-- A positive semidefinite effect has zero expectation value in a state exactly when it
annihilates the state. -/
theorem outcomeProb_eq_zero_iff {E : Matrix n n ℂ} (hE : E.PosSemidef) (v : n → ℂ) :
    outcomeProb E v = 0 ↔ E *ᵥ v = 0 := by
  constructor
  · intro h
    have him := (Complex.nonneg_iff.mp (hE.dotProduct_mulVec_nonneg v)).2
    exact (hE.dotProduct_mulVec_zero_iff v).mp (Complex.ext h him.symm)
  · intro h
    simp [outcomeProb, h]

omit [DecidableEq n] in
/-- The expectation value of `p |d⟩⟨d|` in the state `x` is `p |⟨d, x⟩|²`. -/
theorem detector_expectation (p : ℝ) (d x : n → ℂ) :
    star x ⬝ᵥ detector p d *ᵥ x = ((p * ‖star d ⬝ᵥ x‖ ^ 2 : ℝ) : ℂ) := by
  have hact : detector p d *ᵥ x = ((p : ℂ) * (star d ⬝ᵥ x)) • d := by
    ext k
    simp only [Matrix.mulVec, dotProduct, detector, Matrix.of_apply, Pi.smul_apply,
      Pi.star_apply, smul_eq_mul, Finset.mul_sum, Finset.sum_mul]
    exact Finset.sum_congr rfl fun _ _ => by ring
  have hconj : star x ⬝ᵥ d = star (star d ⬝ᵥ x) := by
    simp only [dotProduct, star_sum, Pi.star_apply, star_mul', star_star]
    exact Finset.sum_congr rfl fun _ _ => mul_comm _ _
  rw [hact, dotProduct_smul, smul_eq_mul, hconj, Complex.star_def, mul_assoc,
    Complex.mul_conj']
  simp only [Complex.ofReal_mul, Complex.ofReal_pow]

omit [DecidableEq n] in
/-- The Cauchy-Schwarz inequality `|⟨d, x⟩|² ≤ ‖d‖² ‖x‖²`. -/
theorem overlap_sq_le (d x : n → ℂ) : ‖star d ⬝ᵥ x‖ ^ 2 ≤ weight d * weight x := by
  have h1 : ‖star d ⬝ᵥ x‖ ≤ ∑ k, ‖d k‖ * ‖x k‖ := by
    refine (norm_sum_le _ _).trans (le_of_eq ?_)
    exact Finset.sum_congr rfl fun k _ => by rw [norm_mul, Pi.star_apply, norm_star]
  exact (pow_le_pow_left₀ (norm_nonneg _) h1 2).trans
    (Finset.sum_mul_sq_le_sq_mul_sq _ _ _)

omit [Fintype ι] in
/-- Linearly independent states possess reciprocal vectors. -/
theorem exists_reciprocal {ψ : ι → n → ℂ} (h : LinearIndependent ℂ ψ) :
    ∃ d : ι → n → ℂ, IsReciprocal d ψ := by
  -- a left inverse of the linear-combination map reads off the coefficients
  obtain ⟨g, hg⟩ := LinearMap.exists_leftInverse_of_injective
    (Finsupp.linearCombination ℂ ψ) (LinearMap.ker_eq_bot.mpr h)
  let f : ι → (n → ℂ) →ₗ[ℂ] ℂ := fun i => (Finsupp.lapply i).comp g
  refine ⟨fun i k => star (f i fun l => if k = l then 1 else 0), fun i j => ?_⟩
  have hgj : g (ψ j) = Finsupp.single j 1 := by
    simpa using LinearMap.congr_fun hg (Finsupp.single j 1)
  have hf : f i (ψ j) = if i = j then 1 else 0 := by
    change g (ψ j) i = _
    rw [hgj]
    by_cases hij : i = j
    · subst hij
      simp
    · simp [hij]
  rw [← hf, LinearMap.pi_apply_eq_sum_univ (f i) (ψ j)]
  simp only [dotProduct, Pi.star_apply, star_star, smul_eq_mul]
  exact Finset.sum_congr rfl fun _ _ => mul_comm _ _

/-- Reciprocal vectors give an explicit unambiguous measurement with effects `p |d i⟩⟨d i|`,
`p = 1 / (1 + ∑ i, ‖d i‖²)`, for which `⟨ψ i, E i ψ i⟩ = p` for every `i`. -/
theorem reciprocal_measurement {d ψ : ι → n → ℂ} (h : IsReciprocal d ψ) :
    IsUnambiguous ψ (fun i => detector (commonRate d) (d i)) ∧
      ∀ i, outcomeProb (detector (commonRate d) (d i)) (ψ i) = commonRate d := by
  have hw : ∀ v : n → ℂ, 0 ≤ weight v := fun v => Finset.sum_nonneg fun _ _ => by positivity
  have hS : 0 ≤ ∑ i, weight (d i) := Finset.sum_nonneg fun i _ => hw (d i)
  have hp : 0 < commonRate d := by unfold commonRate; positivity
  have hpS : commonRate d * (1 + ∑ i, weight (d i)) = 1 :=
    one_div_mul_cancel (by positivity)
  have hherm : ∀ i, (detector (commonRate d) (d i)).IsHermitian := fun i => by
    refine Matrix.IsHermitian.ext fun a b => ?_
    simp only [detector, Matrix.of_apply, star_mul', Complex.star_def, Complex.conj_ofReal,
      Complex.conj_conj]
    ring
  have hpsd : ∀ i, (detector (commonRate d) (d i)).PosSemidef := fun i => by
    refine PosSemidef.of_dotProduct_mulVec_nonneg (hherm i) fun x => ?_
    rw [detector_expectation]
    exact Complex.zero_le_real.mpr (by positivity)
  have hprob : ∀ i, outcomeProb (detector (commonRate d) (d i)) (ψ i) = commonRate d :=
    fun i => by
      rw [outcomeProb, detector_expectation, Complex.ofReal_re, h i i]
      simp
  refine ⟨⟨hpsd, ?_, fun i j hij => ?_, fun i => by rw [hprob i]; exact hp⟩, hprob⟩
  · refine PosSemidef.of_dotProduct_mulVec_nonneg ?_ fun x => ?_
    · rw [Matrix.IsHermitian, conjTranspose_sub, conjTranspose_one, conjTranspose_sum]
      exact congrArg _ (Finset.sum_congr rfl fun i _ => hherm i)
    · have hx : star x ⬝ᵥ x = ((weight x : ℝ) : ℂ) := by
        simp only [dotProduct, weight, Pi.star_apply, Complex.star_def, Complex.conj_mul',
          Complex.ofReal_sum, Complex.ofReal_pow]
      -- Cauchy-Schwarz bounds the total conclusive part by the squared norm of the vector
      have hle : ∑ i, commonRate d * ‖star (d i) ⬝ᵥ x‖ ^ 2 ≤ weight x := by
        calc ∑ i, commonRate d * ‖star (d i) ⬝ᵥ x‖ ^ 2
            ≤ ∑ i, commonRate d * (weight (d i) * weight x) :=
              Finset.sum_le_sum fun i _ =>
                mul_le_mul_of_nonneg_left (overlap_sq_le (d i) x) hp.le
          _ = (commonRate d * ∑ i, weight (d i)) * weight x := by
              rw [← Finset.mul_sum, ← Finset.sum_mul, mul_assoc]
          _ ≤ 1 * weight x := mul_le_mul_of_nonneg_right (by linarith) (hw x)
          _ = weight x := one_mul _
      rw [sub_mulVec, one_mulVec, dotProduct_sub, Matrix.sum_mulVec, dotProduct_sum, hx]
      simp only [detector_expectation]
      rw [← Complex.ofReal_sum, ← Complex.ofReal_sub]
      exact Complex.zero_le_real.mpr (sub_nonneg.mpr hle)
  · rw [← outcomeProb_eq_zero_iff (hpsd i), outcomeProb, detector_expectation,
      Complex.ofReal_re, h i j]
    simp [hij]

/-- The qubit states `(1, 0)` and `(3/5, 4/5)` have the reciprocal vectors `(1, -3/4)` and `(0,
5/4)`. -/
theorem reciprocal_witness :
    IsReciprocal (![![1, -3 / 4], ![0, 5 / 4]] : Fin 2 → Fin 2 → ℂ)
      ![![1, 0], ![3 / 5, 4 / 5]] := by
  intro i j
  -- the numerals are real, so conjugation leaves them unchanged
  have h3 : (starRingEnd ℂ) 3 = 3 := Complex.conj_eq_iff_real.mpr ⟨3, by norm_num⟩
  have h4 : (starRingEnd ℂ) 4 = 4 := Complex.conj_eq_iff_real.mpr ⟨4, by norm_num⟩
  have h5 : (starRingEnd ℂ) 5 = 5 := Complex.conj_eq_iff_real.mpr ⟨5, by norm_num⟩
  fin_cases i <;> fin_cases j <;> norm_num [dotProduct, Fin.sum_univ_succ, h3, h4, h5]

omit [DecidableEq ι] in
/-- States that can be discriminated unambiguously are linearly independent. -/
theorem IsUnambiguous.linearIndependent {ψ : ι → n → ℂ} {E : ι → Matrix n n ℂ}
    (h : IsUnambiguous ψ E) : LinearIndependent ℂ ψ := by
  rw [Fintype.linearIndependent_iff]
  intro c hc i
  -- the effect `E i` removes every term except the `i`-th
  have hi := congrArg (E i).mulVecLin hc
  simp only [map_sum, map_smul, map_zero, Matrix.mulVecLin_apply] at hi
  rw [Finset.sum_eq_single i (fun j _ hj => by rw [h.no_error i j hj.symm, smul_zero])
    (fun hn => absurd (Finset.mem_univ i) hn)] at hi
  refine (smul_eq_zero.mp hi).resolve_right fun h0 => ?_
  exact (h.success i).ne' ((outcomeProb_eq_zero_iff (h.pos i) _).mpr h0)

/-- **Chefles criterion.** A finite family of pure states admits an unambiguous discrimination
measurement if and only if the state vectors are linearly independent. -/
theorem chefles_criterion (ψ : ι → n → ℂ) :
    (∃ E : ι → Matrix n n ℂ, IsUnambiguous ψ E) ↔ LinearIndependent ℂ ψ := by
  constructor
  · rintro ⟨E, hE⟩
    exact hE.linearIndependent
  · intro h
    obtain ⟨d, hd⟩ := exists_reciprocal h
    exact ⟨_, (reciprocal_measurement hd).1⟩

omit [DecidableEq ι] in
/-- The number of states that can be discriminated unambiguously is at most the dimension of
the state space. -/
theorem IsUnambiguous.card_le {ψ : ι → n → ℂ} {E : ι → Matrix n n ℂ}
    (h : IsUnambiguous ψ E) : Fintype.card ι ≤ Fintype.card n := by
  simpa using h.linearIndependent.fintype_card_le_finrank

end

end UnambiguousDiscrimination
```

```lean
#print axioms UnambiguousDiscrimination.chefles_criterion
#print axioms UnambiguousDiscrimination.IsUnambiguous.card_le
```

```
'UnambiguousDiscrimination.chefles_criterion' depends on axioms: [propext, Classical.choice, Quot.sound]
'UnambiguousDiscrimination.IsUnambiguous.card_le' depends on axioms: [propext, Classical.choice, Quot.sound]
```

## How the Lean proof follows the derivation

**Zero probability.** `outcomeProb_eq_zero_iff` proves that a positive semidefinite effect has zero expectation value exactly when it annihilates the vector. Since `outcomeProb` keeps only the real part, the proof first obtains from positivity that the imaginary part vanishes. Mathlib's `dotProduct_mulVec_zero_iff` then does the work of the factorisation \(E=B^\dagger B\).

**Rank-one effects.** The matrix `detector p d` is \(p|d\rangle\langle d|\), and `weight` is the squared norm. In `detector_expectation`, the step `hact` computes the action \(p\langle d,x\rangle d\), and `hconj` uses \(\langle x,d\rangle=\overline{\langle d,x\rangle}\) to obtain \(p|\langle d,x\rangle|^2\). The lemma `overlap_sq_le` is the Cauchy–Schwarz inequality. It applies the triangle inequality to the sum over components and then the real Cauchy–Schwarz inequality to the moduli.

**Reciprocal vectors.** `exists_reciprocal` takes the left inverse `g` from `LinearMap.exists_leftInverse_of_injective`. The functional `f i` reads its `i`-th coordinate, and `hf` states \(f_i(\psi_j)=\delta_{ij}\). The vector `d i` is made from the conjugated values of `f i` on the standard basis, as in the derivation. The last lines expand `f i (ψ j)` in that basis.

**The explicit measurement.** `reciprocal_measurement` verifies the four fields for \(E_i=p|d_i\rangle\langle d_i|\), with \(p\) given by `commonRate d`. The identity \(p(1+S)=1\) is `hpS`. The `calc` block under `hle` sums the Cauchy–Schwarz bounds and uses \(pS\le1\), which is all that positivity of the inconclusive effect requires. For `no_error`, Lean takes a slightly different route from the direct computation above: it shows that the expectation value in \(\psi_j\) is zero and converts this into \(E_i\psi_j=0\) by `outcomeProb_eq_zero_iff`. The second part of the theorem records that `outcomeProb` equals `commonRate d` for every `i`.

**The qubit example.** `reciprocal_witness` checks the four inner products between the states and reciprocal vectors given above. Lean's indices 0 and 1 correspond to the labels 1 and 2 in the example.

**Independence and the dimension bound.** `IsUnambiguous.linearIndependent` applies `E i` to the vanishing combination `hc`. The lemma `Finset.sum_eq_single` keeps only the `i`-th term, so either \(c_i=0\) or \(E_i\psi_i=0\), and `success` excludes the second case. `chefles_criterion` joins this implication to the construction from reciprocal vectors. `IsUnambiguous.card_le` compares the size of the independent family with the dimension and gives \(m\le N\).
